# Canonical orthogonalisation: \(X^H S X = 1\), and \(XX^H\) is the Moore-Penrose inverse of \(S\) when only null directions are dropped

Take two basis functions with \(\varphi_1 = \tfrac43\varphi_0\) and \(\|\varphi_0\| = 3\). Their overlap matrix, \(S_{ij} = \langle\varphi_i|\varphi_j\rangle\), is the singular matrix
\[ S = \begin{pmatrix} 9 & 12\\ 12 & 16\end{pmatrix} = 25\,uu^H, \qquad u = \begin{pmatrix}3/5\\ 4/5\end{pmatrix}, \]
with eigenvalues 25 and 0, where \(H\) denotes the conjugate transpose. Dropping the null direction leaves the single column \(X = u/5\). Then \(X^H S X = 25/25 = 1\), and \(XX^H = uu^H/25 = S/625\) inverts \(S\) along \(u\) and vanishes orthogonally to it. In electronic structure with a finite, possibly redundant basis, let \(F_{ij} = \langle\varphi_i|\hat F|\varphi_j\rangle\) be the matrix of a Hermitian operator \(\hat F\). With \(c = Xc'\), such an \(X\) turns the generalised eigenvalue problem \(Fc = \varepsilon Sc\) into the ordinary one \(X^H F X c' = \varepsilon c'\). Nothing is lost, because a null vector of \(S\) represents the zero function and is also a null vector of \(F\).

## Model

Matrices are complex and indexed by a finite type `n`.

```lean
import Mathlib

open Matrix

namespace CanonicalOrthogonalisation

noncomputable section

variable {n : Type*} [Fintype n] [DecidableEq n]
```

For a matrix \(U\) with columns \(U_k\) and a real list \(d\), write \(M(d) = U\,\mathrm{diag}(d)\,U^H\). The overlap is \(S = M(s)\) with \(U^H U = 1\) and eigenvalues \(s_k\). This decomposition is an input: it is not derived from basis functions, and rounding error is not modelled.

```lean
/-- The matrix `U diag(d) Uᴴ` for a real list `d`; the overlap matrix is `S = spectral U s`. -/
def spectral (U : Matrix n n ℂ) (d : n → ℝ) : Matrix n n ℂ :=
  U * diagonal (fun k => (d k : ℂ)) * Uᴴ
```

A real threshold \(\tau\) keeps the indices with \(s_k > \tau\); equality means discarding.

```lean
/-- The indices kept at threshold `τ`: those with `s_k > τ`. -/
abbrev Kept (s : n → ℝ) (τ : ℝ) : Type _ := {k : n // τ < s k}
```

\(X\) has entries \(X_{ik} = U_{ik}/\sqrt{s_k}\) for kept \(k\), so it is rectangular. In Lean a kept index `k` carries its proof, and `k.1` is the underlying index.

```lean
/-- The canonical orthogonaliser `X`: its columns are `U_k / √s_k` for the kept `k`. -/
def canonical (U : Matrix n n ℂ) (s : n → ℝ) (τ : ℝ) : Matrix n (Kept s τ) ℂ :=
  Matrix.of fun i k => U i k.1 / (Real.sqrt (s k.1) : ℂ)
```

Define \(s^+_k = 1/s_k\) for kept \(k\) and \(s^+_k = 0\) otherwise.

```lean
/-- The list equal to `1 / s_k` on kept indices and to zero on discarded ones. -/
def keptInv (s : n → ℝ) (τ : ℝ) (k : n) : ℝ := if τ < s k then (s k)⁻¹ else 0
```

\(B\) is a Moore-Penrose inverse of \(A\), both square, when \(ABA = A\), \(BAB = B\), and \(AB\), \(BA\) are Hermitian.

```lean
/-- The four Moore-Penrose conditions: `ABA = A`, `BAB = B`, and `AB`, `BA` Hermitian. -/
def IsMoorePenrose (A B : Matrix n n ℂ) : Prop :=
  A * B * A = A ∧ B * A * B = B ∧ (A * B)ᴴ = A * B ∧ (B * A)ᴴ = B * A
```

## Algebra of \(M(d)\)

For real lists \(a, b\) with entrywise product \(ab\), the inner factor \(U^H U\) cancels:
\[ M(a)M(b) = U\,\mathrm{diag}(a)\,(U^H U)\,\mathrm{diag}(b)\,U^H = M(ab). \]
The first `calc` step rebrackets, and the second applies `hU` and `diagonal_mul_diagonal`.

```lean
/-- For unitary `U`, `U diag(a) Uᴴ · U diag(b) Uᴴ = U diag(a b) Uᴴ`. -/
theorem spectral_mul {U : Matrix n n ℂ} (hU : Uᴴ * U = 1) (a b : n → ℝ) :
    spectral U a * spectral U b = spectral U (fun k => a k * b k) := by
  calc spectral U a * spectral U b
      = U * diagonal (fun k => (a k : ℂ)) * (Uᴴ * U) * diagonal (fun k => (b k : ℂ)) * Uᴴ := by
        simp only [spectral, Matrix.mul_assoc]
    _ = spectral U (fun k => a k * b k) := by
        rw [hU, Matrix.mul_one, Matrix.mul_assoc U, diagonal_mul_diagonal]
        simp only [spectral, Complex.ofReal_mul]
```

A real diagonal matrix is Hermitian, so \(M(d)^H = M(d)\) for any \(U\).

```lean
/-- `U diag(d) Uᴴ` with real `d` is Hermitian. -/
theorem spectral_conjTranspose (U : Matrix n n ℂ) (d : n → ℝ) :
    (spectral U d)ᴴ = spectral U d := by
  have h : (diagonal (fun k => (d k : ℂ)))ᴴ = diagonal (fun k => (d k : ℂ)) := by
    rw [diagonal_conjTranspose]
    congr 1
    ext k
    simp
  simp only [spectral, conjTranspose_mul, conjTranspose_conjTranspose, h, Matrix.mul_assoc]
```

Since \(U^H M(d)\,U = \mathrm{diag}(d)\), named `key`, the equation \(M(a) = M(b)\) forces \(a = b\).

```lean
/-- For unitary `U`, the matrix `U diag(d) Uᴴ` determines the list `d`. -/
theorem spectral_injective {U : Matrix n n ℂ} (hU : Uᴴ * U = 1) {a b : n → ℝ}
    (h : spectral U a = spectral U b) : a = b := by
  have key : ∀ d : n → ℝ, Uᴴ * spectral U d * U = diagonal (fun k => (d k : ℂ)) := by
    intro d
    calc Uᴴ * spectral U d * U
        = (Uᴴ * U) * diagonal (fun k => (d k : ℂ)) * (Uᴴ * U) := by
          simp only [spectral, Matrix.mul_assoc]
      _ = _ := by rw [hU, Matrix.one_mul, Matrix.mul_one]
  have h2 : diagonal (fun k => (a k : ℂ)) = diagonal (fun k => (b k : ℂ)) := by
    rw [← key a, ← key b, h]
  funext k
  exact Complex.ofReal_injective (congrFun (diagonal_injective h2) k)
```

## Orthonormality

Write \(X = UD\) with \(D_{ik} = \delta_{ik}/\sqrt{s_k}\), \(k\) kept. Then \(X^H S X = D^H \mathrm{diag}(s) D\), and for kept \(k, l\),
\[ (X^H S X)_{kl} = \sum_i \frac{\delta_{ik}}{\sqrt{s_k}}\, s_i\, \frac{\delta_{il}}{\sqrt{s_l}} = \delta_{kl}. \]
The hypothesis \(\tau \ge 0\) makes every kept \(s_k\) positive, so \(\sqrt{s_k}\sqrt{s_k} = s_k \ne 0\); discarded \(s_k\) may have any sign. The `1` is the identity on the kept indices, and is an empty matrix if none is kept. `hX` and `hred` are the reduction, and `by_cases h : k = l` separates diagonal from off-diagonal entries.

```lean
/-- For unitary `U` and any threshold `τ ≥ 0`, the columns of `X` are orthonormal in the
metric `S`: `Xᴴ S X = 1`. -/
theorem canonical_orthonormal {U : Matrix n n ℂ} (hU : Uᴴ * U = 1) (s : n → ℝ) {τ : ℝ}
    (hτ : 0 ≤ τ) : (canonical U s τ)ᴴ * spectral U s * canonical U s τ = 1 := by
  -- `X = U D`, where `D` selects and scales the kept columns
  obtain ⟨D, hD⟩ : ∃ D : Matrix n (Kept s τ) ℂ,
      D = Matrix.of fun i k => if i = k.1 then (Real.sqrt (s k.1) : ℂ)⁻¹ else 0 := ⟨_, rfl⟩
  have hX : canonical U s τ = U * D := by
    ext i k
    simp [canonical, hD, Matrix.mul_apply, div_eq_mul_inv]
  have hred : (canonical U s τ)ᴴ * spectral U s * canonical U s τ
      = Dᴴ * (Uᴴ * U) * diagonal (fun k => (s k : ℂ)) * (Uᴴ * U) * D := by
    rw [hX, spectral, conjTranspose_mul]
    simp only [Matrix.mul_assoc]
  rw [hred, hU, Matrix.mul_one, Matrix.mul_one]
  -- it remains to check `Dᴴ diag(s) D = 1` entry by entry
  ext k l
  rw [Matrix.mul_apply]
  simp only [mul_diagonal, conjTranspose_apply, hD, of_apply, mul_ite, mul_zero,
    Finset.sum_ite_eq', Finset.mem_univ, if_true]
  by_cases h : k = l
  · subst h
    have hpos : 0 < s k.1 := lt_of_le_of_lt hτ k.2
    have hs : (Real.sqrt (s k.1) : ℂ) * (Real.sqrt (s k.1) : ℂ) = (s k.1 : ℂ) := by
      rw [← Complex.ofReal_mul, Real.mul_self_sqrt hpos.le]
    have hr : (Real.sqrt (s k.1) : ℂ) ≠ 0 :=
      Complex.ofReal_ne_zero.mpr (Real.sqrt_pos.mpr hpos).ne'
    rw [if_pos rfl, one_apply_eq, star_inv₀, Complex.star_def, Complex.conj_ofReal, ← hs,
      ← mul_assoc, inv_mul_cancel₀ hr, one_mul, mul_inv_cancel₀ hr]
  · have hne : l.1 ≠ k.1 := fun e => h (Subtype.ext e.symm)
    rw [if_neg hne, one_apply_ne h]
    simp
```

## The product \(XX^H\)

Entry by entry,
\[ (XX^H)_{ij} = \sum_{k\ \text{kept}} U_{ik}\, s_k^{-1}\, \overline{U_{jk}} = \sum_k U_{ik}\, s^+_k\, \overline{U_{jk}} = M(s^+)_{ij}, \]
which needs \(\tau \ge 0\) but not unitarity. The passage between the two sums is reusable: `Finset.sum_subtype` trades a sum over a subtype for a sum over a filtered `Finset.univ`, and `Finset.sum_filter` turns that into a full sum of if-then-else terms that can be compared one index at a time.

```lean
/-- For `τ ≥ 0`, `X Xᴴ = U diag(s⁺) Uᴴ`, with `s⁺_k = 1 / s_k` on kept indices and zero on
discarded ones. -/
theorem canonical_mul_conjTranspose (U : Matrix n n ℂ) (s : n → ℝ) {τ : ℝ} (hτ : 0 ≤ τ) :
    canonical U s τ * (canonical U s τ)ᴴ = spectral U (keptInv s τ) := by
  ext i j
  rw [spectral, Matrix.mul_apply, Matrix.mul_apply]
  simp only [mul_diagonal, conjTranspose_apply]
  calc ∑ k : Kept s τ, canonical U s τ i k * star (canonical U s τ j k)
      = ∑ k : Kept s τ, U i k.1 * (s k.1 : ℂ)⁻¹ * star (U j k.1) := by
        refine Finset.sum_congr rfl fun k _ => ?_
        have hpos : 0 < s k.1 := lt_of_le_of_lt hτ k.2
        have hs : (Real.sqrt (s k.1) : ℂ) * (Real.sqrt (s k.1) : ℂ) = (s k.1 : ℂ) := by
          rw [← Complex.ofReal_mul, Real.mul_self_sqrt hpos.le]
        simp only [canonical, of_apply, star_div₀, Complex.star_def, Complex.conj_ofReal]
        rw [← hs]
        ring
    _ = ∑ k ∈ Finset.univ.filter (fun k => τ < s k), U i k * (s k : ℂ)⁻¹ * star (U j k) :=
        (Finset.sum_subtype (Finset.univ.filter fun k => τ < s k) (p := fun k => τ < s k)
          (by simp) (fun k => U i k * (s k : ℂ)⁻¹ * star (U j k))).symm
    _ = _ := by
        rw [Finset.sum_filter]
        refine Finset.sum_congr rfl fun k _ => ?_
        by_cases hk : τ < s k <;> simp [keptInv, hk]
```

## When the four conditions hold

With \(A = M(s)\) and \(B = M(s^+)\), the products \(AB = M(ss^+)\) and \(BA = M(s^+s)\) are Hermitian. The other two conditions read \(s_k s^+_k s_k = s_k\) and \(s^+_k s_k s^+_k = s^+_k\). The second always holds. The first holds for kept \(k\) and becomes \(0 = s_k\) for discarded \(k\). So \(XX^H\) is a Moore-Penrose inverse of \(S\) exactly when every \(s_k \le \tau\) is zero, and a threshold that removes a small positive eigenvalue keeps \(X^H S X = 1\) but loses this property. The forward direction extracts the scalar equation with `spectral_injective`; the reverse lifts scalar identities through `congrArg (spectral U)`.

```lean
/-- For unitary `U` and `τ ≥ 0`, `X Xᴴ` satisfies the Moore-Penrose conditions for `S` if and
only if every discarded `s_k` is zero. -/
theorem moorePenrose_iff {U : Matrix n n ℂ} (hU : Uᴴ * U = 1) (s : n → ℝ) {τ : ℝ}
    (hτ : 0 ≤ τ) :
    IsMoorePenrose (spectral U s) (canonical U s τ * (canonical U s τ)ᴴ) ↔
      ∀ k, s k ≤ τ → s k = 0 := by
  rw [canonical_mul_conjTranspose U s hτ, IsMoorePenrose]
  -- all four conditions become statements about the lists `s` and `s⁺`
  simp only [spectral_mul hU]
  constructor
  · intro h k hk
    have h1 : s k * keptInv s τ k * s k = s k := congrFun (spectral_injective hU h.1) k
    rw [keptInv, if_neg (not_lt.mpr hk)] at h1
    simpa using h1.symm
  · intro h
    refine ⟨congrArg (spectral U) (funext fun k => ?_), congrArg (spectral U) (funext fun k => ?_),
      spectral_conjTranspose _ _, spectral_conjTranspose _ _⟩
    · by_cases hk : τ < s k
      · have h0 : s k ≠ 0 := (lt_of_le_of_lt hτ hk).ne'
        simp [keptInv, hk, h0]
      · simp [h k (not_lt.mp hk)]
    · by_cases hk : τ < s k
      · have h0 : s k ≠ 0 := (lt_of_le_of_lt hτ hk).ne'
        simp [keptInv, hk, h0]
      · simp [keptInv, hk]
```

## Uniqueness

Let \(B\) and \(C\) both satisfy the conditions for any square \(A\). Then
\[ AB = (ACAB)^H = (AB)^H(AC)^H = ABAC = AC, \]
\[ BA = (BACA)^H = (CA)^H(BA)^H = CABA = CA, \]
and \(B = BAB = BAC = CAC = C\). These are `h1`, `h2` and the last `calc`.

```lean
omit [DecidableEq n] in
/-- Two matrices satisfying the Moore-Penrose conditions for the same `A` are equal. -/
theorem moorePenrose_unique {A B C : Matrix n n ℂ} (hB : IsMoorePenrose A B)
    (hC : IsMoorePenrose A C) : B = C := by
  obtain ⟨b1, b2, b3, b4⟩ := hB
  obtain ⟨c1, c2, c3, c4⟩ := hC
  have h1 : A * B = A * C := by
    calc A * B = (A * C * A * B)ᴴ := by rw [c1, b3]
      _ = (A * B)ᴴ * (A * C)ᴴ := by rw [Matrix.mul_assoc (A * C), conjTranspose_mul]
      _ = A * C := by rw [b3, c3, ← Matrix.mul_assoc, b1]
  have h2 : B * A = C * A := by
    calc B * A = (B * (A * C * A))ᴴ := by rw [c1, b4]
      _ = (B * A * (C * A))ᴴ := by simp only [Matrix.mul_assoc]
      _ = C * A * (B * A) := by rw [conjTranspose_mul (B * A), b4, c4]
      _ = C * (A * B * A) := by simp only [Matrix.mul_assoc]
      _ = C * A := by rw [b1]
  calc B = B * (A * B) := by rw [← Matrix.mul_assoc, b2]
    _ = B * A * C := by rw [h1, Matrix.mul_assoc]
    _ = C := by rw [h2, c2]
```

## Main theorem

For unitary \(U\), all \(s_k \ge 0\) and \(\tau = 0\): \(X^H S X = 1\), \(XX^H\) satisfies the four conditions for \(S\), and any \(B\) that satisfies them equals \(XX^H\). A discarded index has \(0 \le s_k \le 0\), and `le_antisymm` supplies the criterion above.

```lean
/-- Canonical orthogonalisation: for `S = U diag(s) Uᴴ` with `U` unitary, all `s_k ≥ 0`, and `X`
built from all `s_k > 0`, one has `Xᴴ S X = 1`, and `X Xᴴ` is the one matrix satisfying the
Moore-Penrose conditions for `S`. -/
theorem canonical_orthogonalisation {U : Matrix n n ℂ} (hU : Uᴴ * U = 1) {s : n → ℝ}
    (hs : ∀ k, 0 ≤ s k) :
    (canonical U s 0)ᴴ * spectral U s * canonical U s 0 = 1 ∧
    IsMoorePenrose (spectral U s) (canonical U s 0 * (canonical U s 0)ᴴ) ∧
    ∀ B, IsMoorePenrose (spectral U s) B → B = canonical U s 0 * (canonical U s 0)ᴴ := by
  have h := (moorePenrose_iff hU s le_rfl).mpr fun k hk => le_antisymm hk (hs k)
  exact ⟨canonical_orthonormal hU s le_rfl, h, fun B hB => moorePenrose_unique hB h⟩
```

If \(\tau \ge 0\) and nothing is discarded, \(s_k s^+_k = 1\) for all \(k\), so \(SXX^H = UU^H = 1\). Here `mul_eq_one_comm` gives \(UU^H = 1\) for square \(U\).

```lean
/-- If `U` is unitary, `τ ≥ 0` and no index is discarded, then `S X Xᴴ = 1`. -/
theorem overlap_mul_eq_one {U : Matrix n n ℂ} (hU : Uᴴ * U = 1) {s : n → ℝ} {τ : ℝ}
    (hτ : 0 ≤ τ) (hs : ∀ k, τ < s k) :
    spectral U s * (canonical U s τ * (canonical U s τ)ᴴ) = 1 := by
  have hU' : U * Uᴴ = 1 := mul_eq_one_comm.mp hU
  have e : (fun k => s k * keptInv s τ k) = fun _ => (1 : ℝ) := by
    funext k
    have h0 : s k ≠ 0 := (lt_of_le_of_lt hτ (hs k)).ne'
    simp [keptInv, hs k, h0]
  rw [canonical_mul_conjTranspose U s hτ, spectral_mul hU, e]
  simp [spectral, hU']
```

The subtype is a modelling choice. As an unchecked aside, a square \(X\) with zero columns at discarded indices would give the same \(XX^H\), but \(X^H S X\) would be the diagonal projector onto the kept indices instead of an identity.

## The two-function example

The rotation `rot` has \(u\) as column 0.

```lean
/-- The plane rotation with cosine `3/5` and sine `4/5`. -/
def rot : Matrix (Fin 2) (Fin 2) ℂ := !![3/5, -4/5; 4/5, 3/5]
```

With \(s = (25, 0)\) the theorem confirms unitarity, \(s \ge 0\), the matrix \(S\), and \(XX^H = S/625\), the last through \(s^+ = (1/25, 0)\), named `hk`.

```lean
/-- With `U = rot` and `s = (25, 0)`: `U` is unitary, `s ≥ 0`, `S = [[9, 12], [12, 16]]`, and
`X Xᴴ` has the entries of `S` divided by `625`. -/
theorem canonical_witness :
    rotᴴ * rot = 1 ∧ (∀ k, (0 : ℝ) ≤ ![25, 0] k) ∧
    spectral rot ![25, 0] = !![9, 12; 12, 16] ∧
    canonical rot ![25, 0] 0 * (canonical rot ![25, 0] 0)ᴴ
      = !![9/625, 12/625; 12/625, 16/625] := by
  have hc : rotᴴ = !![3/5, 4/5; -4/5, 3/5] := by
    ext i j
    fin_cases i <;> fin_cases j <;> simp [rot, conjTranspose_apply]
  have R : ∀ (d : Fin 2 → ℝ) (i j : Fin 2), spectral rot d i j
      = rot i 0 * (d 0 : ℂ) * rotᴴ 0 j + rot i 1 * (d 1 : ℂ) * rotᴴ 1 j := by
    intro d i j
    rw [spectral, Matrix.mul_apply, Fin.sum_univ_two, mul_diagonal, mul_diagonal]
  have hk : keptInv ![25, 0] 0 = ![1/25, 0] := by
    funext k
    fin_cases k <;> simp [keptInv]
  refine ⟨?_, ?_, ?_, ?_⟩
  · rw [hc]
    ext i j
    fin_cases i <;> fin_cases j <;>
      simp [rot, Matrix.mul_apply, Fin.sum_univ_two] <;> norm_num
  · intro k
    fin_cases k <;> simp
  · ext i j
    rw [R, hc]
    fin_cases i <;> fin_cases j <;> simp [rot] <;> norm_num
  · rw [canonical_mul_conjTranspose _ _ le_rfl, hk]
    ext i j
    rw [R, hc]
    fin_cases i <;> fin_cases j <;> simp [rot] <;> norm_num

end

end CanonicalOrthogonalisation
```

```lean
#print axioms CanonicalOrthogonalisation.canonical_orthogonalisation
#print axioms CanonicalOrthogonalisation.overlap_mul_eq_one
```

```
'CanonicalOrthogonalisation.canonical_orthogonalisation' depends on axioms: [propext, Classical.choice, Quot.sound]
'CanonicalOrthogonalisation.overlap_mul_eq_one' depends on axioms: [propext, Classical.choice, Quot.sound]
```
